# Modified and classical Gram-Schmidt give the same unnormalised vectors in exact arithmetic

If modified and classical Gram-Schmidt were different maps, replacing one by the other in a program could change the vectors being computed even without rounding, and a discrepancy between their outputs would not by itself be a sign of rounding. In exact arithmetic, and with outputs left unnormalised, they are the same map on every finite list of vectors in a complex inner-product space. This includes linearly dependent lists, for which an output can be zero and then removes nothing from later vectors.

```lean
import Mathlib

open scoped InnerProductSpace

namespace ModifiedGramSchmidt

noncomputable section

variable {E : Type*} [NormedAddCommGroup E] [InnerProductSpace ℂ E]

/-- The projection of `x` on the direction of the unnormalised vector `u`. -/
def proj (u x : E) : E := (⟪u, x⟫_ℂ / ⟪u, u⟫_ℂ) • u

/-- Classical step: the projections of the original vector `x` on all earlier outputs `us`
are subtracted together. -/
def classicalStep (us : List E) (x : E) : E := x - (us.map (fun u => proj u x)).sum

/-- Modified step: for each earlier output in turn, the projection of the running vector
is subtracted. -/
def modifiedStep (us : List E) (x : E) : E := us.foldl (fun w u => w - proj u w) x

/-- The outer loop: each input vector is processed by `step` against the outputs so far,
and the result is appended to them. -/
def orthogonalise (step : List E → E → E) : List E → List E → List E
  | us, [] => us
  | us, x :: xs => orthogonalise step (us ++ [step us x]) xs

/-- The unnormalised outputs of classical Gram-Schmidt. -/
def classicalGS (vs : List E) : List E := orthogonalise classicalStep [] vs

/-- The unnormalised outputs of modified Gram-Schmidt. -/
def modifiedGS (vs : List E) : List E := orthogonalise modifiedStep [] vs

/-- Modified Gram-Schmidt in its sweeping form: the first vector is an output, and its
projection is removed at once from all remaining vectors. -/
def sweepingGS : List E → List E
  | [] => []
  | v :: vs => v :: sweepingGS (vs.map (fun w => w - proj v w))
termination_by vs => vs.length
decreasing_by simp

/-- A zero output contributes no projection. -/
theorem proj_zero_left (x : E) : proj 0 x = 0 := by
  rw [proj, smul_zero]

/-- Projection on a fixed direction respects differences. -/
theorem proj_sub (u x y : E) : proj u (x - y) = proj u x - proj u y := by
  simp only [proj, inner_sub_right, sub_div, sub_smul]

/-- Removing the projection on `u` leaves a vector orthogonal to `u`. -/
theorem inner_sub_proj (u x : E) : ⟪u, x - proj u x⟫_ℂ = 0 := by
  by_cases h : u = 0
  · rw [h, inner_zero_left]
  · have h' : ⟪u, u⟫_ℂ ≠ 0 := inner_self_ne_zero.mpr h
    rw [proj, inner_sub_right, inner_smul_right, div_mul_cancel₀ _ h', sub_self]

/-- Against mutually orthogonal earlier vectors, the modified and the classical step
give the same result. -/
theorem modifiedStep_eq_classicalStep {us : List E}
    (h : us.Pairwise (fun a b => ⟪a, b⟫_ℂ = 0)) (x : E) :
    modifiedStep us x = classicalStep us x := by
  induction us generalizing x with
  | nil => simp [modifiedStep, classicalStep]
  | cons u us ih =>
    obtain ⟨hu, hus⟩ := List.pairwise_cons.mp h
    -- removing the projection on `u` does not change the later projections
    have hmap : us.map (fun a => proj a (x - proj u x)) = us.map (fun a => proj a x) := by
      apply List.map_congr_left
      intro a ha
      have hau : ⟪a, proj u x⟫_ℂ = 0 := by
        rw [proj, inner_smul_right, inner_eq_zero_symm.mp (hu a ha), mul_zero]
      have hp : proj a (proj u x) = 0 := by
        rw [proj, hau, zero_div, zero_smul]
      rw [proj_sub, hp, sub_zero]
    change modifiedStep us (x - proj u x) = _
    rw [ih hus]
    simp only [classicalStep, hmap, List.map_cons, List.sum_cons, sub_sub]

/-- A modified step against vectors orthogonal to `a` keeps the running vector
orthogonal to `a`. -/
theorem modifiedStep_preserves_orthogonality {a : E} {us : List E}
    (h : ∀ u ∈ us, ⟪a, u⟫_ℂ = 0) (x : E) (hx : ⟪a, x⟫_ℂ = 0) :
    ⟪a, modifiedStep us x⟫_ℂ = 0 := by
  induction us generalizing x with
  | nil => exact hx
  | cons u us ih =>
    change ⟪a, modifiedStep us (x - proj u x)⟫_ℂ = 0
    apply ih
    · exact fun b hb => h b (List.mem_cons_of_mem _ hb)
    · rw [proj, inner_sub_right, inner_smul_right, hx, h u List.mem_cons_self,
        mul_zero, sub_zero]

/-- Appending the result of a modified step to mutually orthogonal vectors gives again
mutually orthogonal vectors. -/
theorem pairwise_append_modifiedStep {us : List E}
    (h : us.Pairwise (fun a b => ⟪a, b⟫_ℂ = 0)) (x : E) :
    (us ++ [modifiedStep us x]).Pairwise (fun a b => ⟪a, b⟫_ℂ = 0) := by
  have key : ∀ a ∈ us, ⟪a, modifiedStep us x⟫_ℂ = 0 := by
    induction us generalizing x with
    | nil => simp
    | cons u us ih =>
      obtain ⟨hu, hus⟩ := List.pairwise_cons.mp h
      intro a ha
      change ⟪a, modifiedStep us (x - proj u x)⟫_ℂ = 0
      rcases List.mem_cons.mp ha with hau | ha'
      · rw [hau]
        exact modifiedStep_preserves_orthogonality hu _ (inner_sub_proj u x)
      · exact ih hus _ a ha'
  refine List.pairwise_append.mpr ⟨h, List.pairwise_singleton _ _, ?_⟩
  intro a ha b hb
  rw [List.mem_singleton.mp hb]
  exact key a ha

/-- Modified and classical Gram-Schmidt produce the same unnormalised vectors from any
finite list of vectors, linearly dependent or not. -/
theorem modifiedGS_eq_classicalGS (vs : List E) : modifiedGS vs = classicalGS vs := by
  -- the induction carries the mutual orthogonality of the outputs so far
  have key : ∀ (ws us : List E), us.Pairwise (fun a b => ⟪a, b⟫_ℂ = 0) →
      orthogonalise modifiedStep us ws = orthogonalise classicalStep us ws := by
    intro ws
    induction ws with
    | nil => intro us _; rfl
    | cons x xs ih =>
      intro us h
      rw [orthogonalise, orthogonalise, ih _ (pairwise_append_modifiedStep h x),
        modifiedStep_eq_classicalStep h x]
  exact key vs [] List.Pairwise.nil

/-- The outputs of modified Gram-Schmidt are mutually orthogonal. -/
theorem modifiedGS_pairwise_orthogonal (vs : List E) :
    (modifiedGS vs).Pairwise (fun a b => ⟪a, b⟫_ℂ = 0) := by
  have key : ∀ (ws us : List E), us.Pairwise (fun a b => ⟪a, b⟫_ℂ = 0) →
      (orthogonalise modifiedStep us ws).Pairwise (fun a b => ⟪a, b⟫_ℂ = 0) := by
    intro ws
    induction ws with
    | nil => intro us h; exact h
    | cons x xs ih => intro us h; exact ih _ (pairwise_append_modifiedStep h x)
  exact key vs [] List.Pairwise.nil

/-- For two arbitrary earlier vectors `a` and `b`, the modified and the classical step
differ by the projection on `b` of the projection of `x` on `a`. -/
theorem modifiedStep_sub_classicalStep_pair (a b x : E) :
    modifiedStep [a, b] x - classicalStep [a, b] x = proj b (proj a x) := by
  simp only [modifiedStep, classicalStep, List.foldl_cons, List.foldl_nil, List.map_cons,
    List.map_nil, List.sum_cons, List.sum_nil, proj_sub]
  abel

/-- The sweeping form of modified Gram-Schmidt gives the same outputs as the form that
treats one input vector at a time. -/
theorem modifiedGS_eq_sweepingGS (vs : List E) : modifiedGS vs = sweepingGS vs := by
  -- after outputs `us`, the sweeping form holds the remaining vectors already cleaned of `us`
  have key : ∀ (ws us : List E), orthogonalise modifiedStep us ws =
      us ++ sweepingGS (ws.map (modifiedStep us)) := by
    intro ws
    induction ws with
    | nil => intro us; simp [orthogonalise, sweepingGS]
    | cons x xs ih =>
      intro us
      have hmap : xs.map (modifiedStep (us ++ [modifiedStep us x])) =
          (xs.map (modifiedStep us)).map (fun w => w - proj (modifiedStep us x) w) := by
        rw [List.map_map]
        apply List.map_congr_left
        intro w _
        simp [modifiedStep, List.foldl_append]
      rw [orthogonalise, ih, hmap, List.map_cons, sweepingGS, List.append_assoc,
        List.singleton_append]
  have hid : modifiedStep ([] : List E) = id := rfl
  rw [modifiedGS, key, hid, List.map_id, List.nil_append]

end

end ModifiedGramSchmidt
```

```lean
#print axioms ModifiedGramSchmidt.modifiedGS_eq_classicalGS
-- 'ModifiedGramSchmidt.modifiedGS_eq_classicalGS' depends on axioms: [propext, Classical.choice, Quot.sound]
#print axioms ModifiedGramSchmidt.modifiedGS_pairwise_orthogonal
-- 'ModifiedGramSchmidt.modifiedGS_pairwise_orthogonal' depends on axioms: [propext, Classical.choice, Quot.sound]
#print axioms ModifiedGramSchmidt.modifiedStep_sub_classicalStep_pair
-- 'ModifiedGramSchmidt.modifiedStep_sub_classicalStep_pair' depends on axioms: [propext, Classical.choice, Quot.sound]
#print axioms ModifiedGramSchmidt.modifiedGS_eq_sweepingGS
-- 'ModifiedGramSchmidt.modifiedGS_eq_sweepingGS' depends on axioms: [propext, Classical.choice, Quot.sound]
```

## Two ways to subtract the same projections

Write $\langle u,x\rangle$ for the inner product, linear in $x$ and conjugate-linear in $u$, as in Dirac notation. For a nonzero vector $u$, the projection of $x$ on the direction of $u$ is

$$P_u x=\frac{\langle u,x\rangle}{\langle u,u\rangle}\,u .$$

With the normalised vector $e=u/\lVert u\rVert$ this is the familiar $\langle e,x\rangle e$. The denominator is there because the algorithms keep their outputs unnormalised. For $u=0$ we set $P_0x=0$. The Lean definition `proj` needs no separate case for this: whatever value the quotient is given, it multiplies the zero vector, which is the content of `proj_zero_left`.

Suppose that the outputs so far are $u_1,\dots,u_k$ and that $x$ is the next input. The classical step computes every projection from the original vector:

$$C(x)=x-\sum_{j=1}^{k}P_{u_j}x .$$

The modified step keeps a running vector and projects that instead:

$$w_0=x,\qquad w_j=w_{j-1}-P_{u_j}w_{j-1},\qquad M(x)=w_k .$$

These are `classicalStep` and `modifiedStep`. The first maps the earlier outputs to projections and sums them; the second is a left fold, whose accumulator is the running vector. For $k=0$ both return $x$.

The function `orthogonalise` is the outer loop. It takes a step rule, the outputs so far and the inputs still to be treated, and appends each new result to the outputs. Since `classicalGS` and `modifiedGS` run this same loop from an empty list of outputs, they differ only in the step.

The main theorem, `modifiedGS_eq_classicalGS`, says that for every list `vs` the two output lists are equal: the same vectors in the same order, with zero vectors kept in their places. For the inputs $v,2v,y$, for instance, both algorithms return $v,\,0,\,y-P_vy$. The second output vanishes because $P_v(2v)=2v$, and it then removes nothing from $y$. Because the unnormalised vectors agree, so do the normalised ones wherever an output is nonzero.

## Which vectors and which inner product

The type `E` is any complex inner-product space. It may be $\mathbb C^n$ or an infinite-dimensional space of wavefunctions, and it need not be complete. The list is finite, and nothing is assumed about linear independence.

In electronic structure the inputs may be non-orthogonal basis functions $\chi_i$ with overlap matrix $S_{ij}=\langle\chi_i,\chi_j\rangle$. The theorem then says that, for a finite set of functions and exact arithmetic, the choice between the two procedures does not affect the orthogonalised basis.

The scalars are exact complex numbers. Loss of orthogonality in floating-point arithmetic, which is the usual reason for preferring the modified form, is therefore not described by the model, and neither are error bounds or thresholds for discarding nearly dependent vectors.

## Orthogonal earlier outputs make the steps agree

The first fact is that subtracting a projection leaves a vector orthogonal to the direction removed. For $u\neq0$,

$$\langle u,x-P_ux\rangle=\langle u,x\rangle-\frac{\langle u,x\rangle}{\langle u,u\rangle}\langle u,u\rangle=0,$$

and for $u=0$ the inner product vanishes trivially. The lemma `inner_sub_proj` makes the same division into cases and cancels the denominator when $u\neq0$.

Now let the earlier outputs be mutually orthogonal, so that $\langle u_i,u_j\rangle=0$ for $i<j$. Complex conjugation gives the same relation with the two vectors exchanged. For $j>1$ the vector $P_{u_1}x$ is a multiple of $u_1$, hence $\langle u_j,P_{u_1}x\rangle=0$ and

$$P_{u_j}(x-P_{u_1}x)=P_{u_j}x-P_{u_j}P_{u_1}x=P_{u_j}x .$$

Removing the first projection has not changed any of the later ones. Assume that the two steps agree, for every starting vector, against the shorter list $u_2,\dots,u_k$. Then

$$M(x)=(x-P_{u_1}x)-\sum_{j=2}^{k}P_{u_j}(x-P_{u_1}x)=x-\sum_{j=1}^{k}P_{u_j}x=C(x).$$

This is the induction in `modifiedStep_eq_classicalStep`. Its hypothesis `us.Pairwise (fun a b => ⟪a, b⟫_ℂ = 0)` expresses mutual orthogonality by requiring a zero inner product for every earlier and later entry of the list. It allows zero vectors, even several of them. The induction generalises over `x`, because after one subtraction the rest of the fold starts from a different vector. The intermediate statement `hmap` is the displayed invariance of the later projections, obtained from the linearity lemma `proj_sub`. The last line of the proof collects the first projection and the remaining sum into a single sum.

## Orthogonality survives each new output

The hypothesis on the earlier outputs has to be supplied by the algorithm itself. Consider the running vector of a modified step against mutually orthogonal $u_1,\dots,u_k$. Directly after the $i$-th subtraction, $\langle u_i,w_i\rangle=0$. Each later subtraction, with $j>i$, preserves this:

$$\langle u_i,w_j\rangle=\langle u_i,w_{j-1}\rangle-\langle u_i,P_{u_j}w_{j-1}\rangle=0-0=0,$$

since $P_{u_j}w_{j-1}$ is a multiple of $u_j$, which is orthogonal to $u_i$. At the end $w_k$ is orthogonal to every $u_i$.

The lemma `modifiedStep_preserves_orthogonality` is the second half of this argument: a vector already orthogonal to `a` stays so while projections on vectors orthogonal to `a` are removed. The lemma `pairwise_append_modifiedStep` adds the first half. For each earlier output it asks whether that output is the head of the list, where `inner_sub_proj` gives the orthogonality and the preceding lemma keeps it, or lies in the tail, where the induction hypothesis applies. The conclusion is that the list extended by the new output is again mutually orthogonal.

The main theorem now follows by induction on the inputs still to be treated. The loop starts with no outputs, and an empty list is mutually orthogonal. If both algorithms hold the same mutually orthogonal outputs, the next step gives the same vector in both, and the extended list is again mutually orthogonal. In Lean the auxiliary statement `key` is made for an arbitrary orthogonal list `us` of outputs so far, because a statement about the empty list alone would not carry through the loop. The same induction gives `modifiedGS_pairwise_orthogonal`, the mutual orthogonality of the final outputs, and by the main theorem this holds for the classical outputs as well.

## The difference when earlier vectors overlap

For two earlier vectors $a$ and $b$ without any orthogonality assumption, the steps can be compared directly:

$$M(x)-C(x)=\bigl[x-P_ax-P_b(x-P_ax)\bigr]-\bigl[x-P_ax-P_bx\bigr]=P_bP_ax .$$

This is `modifiedStep_sub_classicalStep_pair`; its proof expands both steps, uses linearity of the projection and cancels terms. The difference is nonzero precisely when $x$ has a component along $a$ and $a$ has a component along $b$. The classical step subtracts $P_bx$, although part of that overlap with $b$ may already have left with $P_ax$. The modified step measures the overlap with $b$ again after $a$ has been treated.

Stored vectors in a floating-point calculation are in general only approximately orthogonal. For two such vectors, the identity gives the difference between the two steps if the steps themselves are carried out exactly. Rounding within the steps adds further errors.

## The step in a program

For column vectors in an orthonormal coordinate basis, the inner loop of the modified form reads

```text
w = x
for each earlier nonzero output u:
    w = w - u * (u† w) / (u† u)
```

The classical form has `u† x` in place of `u† w`. Its coefficients do not depend on one another, so they can be computed together as one matrix-vector product, whereas the modified form needs the updated vector before it can take the next inner product. If the columns hold coefficients in a non-orthogonal basis with overlap matrix $S$, the products become `u† S w` and `u† S u`. With normalised outputs the denominator is one.

In an Arnoldi iteration, which builds an orthonormal basis of a Krylov space, the next input is made by applying a matrix to the latest basis vector, so the inputs are not a list fixed in advance. The result about a single step still applies there: against mutually orthogonal earlier vectors, and in exact arithmetic, both forms return the same new vector before normalisation.

Many programs arrange the modified form differently. As soon as an output $v$ is known, its projection is removed from all the remaining vectors, and the first of the cleaned vectors is the next output. The function `sweepingGS` describes this arrangement, and `modifiedGS_eq_sweepingGS` proves that it returns the same list as `modifiedGS`.

The reason is bookkeeping and does not use orthogonality. After the outputs $u_1,\dots,u_k$, the sweeping form stores each remaining input $y$ as $M(y)$, with the modified step taken against those outputs. When the next output $v$ appears, it replaces $M(y)$ by $M(y)-P_vM(y)$, which is the modified step of $y$ against the list extended by $v$. Every vector therefore undergoes the same subtractions in the same order, and only the nesting of the two loops has changed. In the Lean proof, `key` states this relation between the stored vectors and the original inputs, and `hmap` carries it across one sweep by splitting the fold over the extended list into the old fold and one more subtraction.
